# Parseval's identity for a finite group with a complete family of unitary representations

Take the group \(\{1,-1\}\), where \(-1\) stands for spatial inversion, and a complex function on it with values \(f(1)=p\) and \(f(-1)=q\). The even species represents both elements by the number \(1\), and the odd species represents \(-1\) by \(-1\). Weighting the group elements with \(f\) gives one number for each species:

\[
F_0 = p+q, \qquad F_1 = p-q .
\]

Their squared moduli add up to

\[
|F_0|^2+|F_1|^2 = (1+1)\,(|p|^2+|q|^2) + (1-1)\,(\bar p q+\bar q p) = 2\,(|p|^2+|q|^2).
\]

The coefficient of the square terms is the sum of the two characters at \(1\), which is the order of the group. The coefficient of the cross terms is the sum of the characters at \(-1\), which vanishes. The same cancellation works for any finite group when all its inequivalent irreducible representations are included, in unitary form, and each character is weighted by its dimension.

## Representations and Fourier components

Let \(G\) be a finite group and let \(a\) run over a finite set of species. Species \(a\) has dimension \(n_a\) and assigns to each \(g\in G\) a complex \(n_a\times n_a\) matrix \(D_a(g)\), with \(D_a(gk)=D_a(g)D_a(k)\) and \(D_a(1)=1\). In the code the label set is `ι` and the dimensions are a function `n : ι → ℕ`.

In Lean 4 with Mathlib:

```lean
import Mathlib

open Matrix ComplexConjugate

namespace GroupParseval

noncomputable section

variable {G ι : Type*} [Group G] [Fintype G] [Fintype ι] {n : ι → ℕ}
```

The Fourier component of \(f:G\to\mathbb C\) in a representation \(D\) is the matrix

\[
F(f)=\sum_{g} f(g)\,D(g),
\]

and \(F_a(f)\) denotes the component in \(D_a\). This convention has no factor \(1/|G|\) and no complex conjugate on \(D\). The type `G →* Matrix (Fin m) (Fin m) ℂ` holds the maps that respect products and the identity, so the representation property is part of the type of `D`.

```lean
/-- The Fourier component `F = ∑ g, f(g) D(g)` of a function `f` on the group, taken in the
matrix representation `D`. -/
def groupFourier {m : ℕ} (D : G →* Matrix (Fin m) (Fin m) ℂ) (f : G → ℂ) :
    Matrix (Fin m) (Fin m) ℂ :=
  ∑ g, f g • D g
```

## The completeness relation

Write \(\chi_a(g)=\operatorname{tr}D_a(g)\) for the character of species \(a\). The weighted character of the family is

\[
W(g)=\sum_a n_a\,\chi_a(g).
\]

```lean
/-- The sum of the characters of a family of representations, each weighted by its dimension. -/
def weightedCharacter {G ι : Type*} [Group G] [Fintype ι] {n : ι → ℕ}
    (D : ∀ a, G →* Matrix (Fin (n a)) (Fin (n a)) ℂ) (g : G) : ℂ :=
  ∑ a, (n a : ℂ) * (D a g).trace
```

The family is called complete when

\[
W(g)=|G|\,\delta_{g,1}.
\]

The right-hand side is the character of the regular representation, in which \(G\) permutes its own elements by multiplication: the identity fixes all \(|G|\) of them, and any other element fixes none. The relation therefore says that the species, each taken \(n_a\) times, have together the character of the regular representation. At \(g=1\) it reads \(\sum_a n_a^2=|G|\).

A full list of inequivalent irreducible representations has this property by the standard theory of characters. Here the relation is a hypothesis, to be read off a character table or established separately; neither irreducibility nor Schur's orthogonality relations enter the argument. Two complex-conjugate one-dimensional species that a table joins under one label \(E\), as for the point group \(C_3\), must be counted as two separate species here.

```lean
/-- The completeness relation: the dimension-weighted character sum is the group order at the
identity and zero at every other element. -/
def IsComplete [DecidableEq G] (D : ∀ a, G →* Matrix (Fin (n a)) (Fin (n a)) ℂ) : Prop :=
  ∀ g, weightedCharacter D g = if g = 1 then (Fintype.card G : ℂ) else 0
```

## Unitarity turns the adjoint into the inverse

Suppose that \(D(g)^\dagger D(g)=1\) for every \(g\). Since \(D(g)D(g^{-1})=D(1)=1\),

\[
D(g)^\dagger = D(g)^\dagger\,D(g)\,D(g^{-1}) = D(g^{-1}).
\]

The hypothesis `hU` is this unitarity condition, with `ᴴ` for the conjugate transpose, and the `calc` block is the displayed line.

```lean
/-- In a unitary representation the adjoint of `D(g)` represents the inverse operation. -/
theorem conjTranspose_eq_inv {G : Type*} [Group G] {m : ℕ}
    (D : G →* Matrix (Fin m) (Fin m) ℂ)
    (hU : ∀ g, (D g)ᴴ * D g = 1) (g : G) : (D g)ᴴ = D g⁻¹ := by
  have h1 : D g * D g⁻¹ = 1 := by rw [← map_mul, mul_inv_cancel, map_one]
  calc (D g)ᴴ = (D g)ᴴ * (D g * D g⁻¹) := by rw [h1, mul_one]
    _ = D g⁻¹ := by rw [← mul_assoc, hU, one_mul]
```

## Overlaps as double sums over characters

For two functions \(f\) and \(h\), expand both components and use the previous step:

\[
\operatorname{tr}\bigl(F(f)^\dagger F(h)\bigr)
=\sum_{g}\sum_{k}\overline{f(g)}\,h(k)\,\operatorname{tr}\bigl(D(g)^\dagger D(k)\bigr)
=\sum_{g}\sum_{k}\overline{f(g)}\,h(k)\,\operatorname{tr}D(g^{-1}k).
\]

In the proof, `Finset.sum_mul_sum` multiplies out the two sums, `conjTranspose_eq_inv` replaces the adjoint, and `← map_mul` merges the two matrices into one.

```lean
/-- The trace overlap of two Fourier components in a unitary representation is a double sum
over the group, weighted by the character of `g⁻¹ k`. -/
theorem trace_overlap {m : ℕ} (D : G →* Matrix (Fin m) (Fin m) ℂ)
    (hU : ∀ g, (D g)ᴴ * D g = 1) (f h : G → ℂ) :
    ((groupFourier D f)ᴴ * groupFourier D h).trace =
      ∑ g, ∑ k, conj (f g) * h k * (D (g⁻¹ * k)).trace := by
  unfold groupFourier
  rw [conjTranspose_sum, Finset.sum_mul_sum, trace_sum]
  refine Finset.sum_congr rfl fun g _ => ?_
  rw [trace_sum]
  refine Finset.sum_congr rfl fun k _ => ?_
  rw [conjTranspose_smul, conjTranspose_eq_inv D hU, smul_mul_assoc, mul_smul_comm,
    trace_smul, trace_smul, ← map_mul, smul_eq_mul, smul_eq_mul, starRingEnd_apply]
  ring
```

Now multiply by \(n_a\) and sum over species. The coefficients \(\overline{f(g)}\,h(k)\) do not depend on \(a\), so the sum over \(a\) acts on the characters alone:

\[
\sum_a n_a \operatorname{tr}\bigl(F_a(f)^\dagger F_a(h)\bigr)
=\sum_{g}\sum_{k}\overline{f(g)}\,h(k)\,W(g^{-1}k).
\]

This holds for any finite unitary family, complete or not. The two uses of `Finset.sum_comm` carry the sum over species past the sums over \(g\) and \(k\).

```lean
/-- Summed over a unitary family with dimension weights, the trace overlaps depend on the
representations only through the weighted character. -/
theorem overlap_expansion (D : ∀ a, G →* Matrix (Fin (n a)) (Fin (n a)) ℂ)
    (hU : ∀ a g, (D a g)ᴴ * D a g = 1) (f h : G → ℂ) :
    ∑ a, (n a : ℂ) * ((groupFourier (D a) f)ᴴ * groupFourier (D a) h).trace =
      ∑ g, ∑ k, conj (f g) * h k * weightedCharacter D (g⁻¹ * k) := by
  have ht := fun a => trace_overlap (D a) (hU a) f h
  simp only [ht, weightedCharacter, Finset.mul_sum]
  -- move the sum over species inside both group sums
  rw [Finset.sum_comm]
  refine Finset.sum_congr rfl fun g _ => ?_
  rw [Finset.sum_comm]
  refine Finset.sum_congr rfl fun k _ => Finset.sum_congr rfl fun a _ => ?_
  ring
```

## Recovering the function from its components

Completeness also allows \(f\) to be read back from its components. Multiplying \(F_a(f)\) by \(D_a(g^{-1})\) and taking the trace gives

\[
\sum_a n_a\operatorname{tr}\bigl(D_a(g^{-1})F_a(f)\bigr)
=\sum_k f(k)\,W(g^{-1}k)=|G|\,f(g),
\]

because \(g^{-1}k=1\) only for \(k=g\). No adjoint appears, so this inversion formula needs no unitarity, and `fourier_inversion` accordingly has no hypothesis `hU`.

The auxiliary statement `ht` expands the trace for one species, and `hs` sums over species. Then `Finset.sum_eq_single g` reduces the sum over \(k\) to one term; its main side condition, that every other term vanishes, follows from completeness.

```lean
/-- Fourier inversion: a function on the group is recovered from its components in a complete
family of representations. -/
theorem fourier_inversion [DecidableEq G]
    (D : ∀ a, G →* Matrix (Fin (n a)) (Fin (n a)) ℂ) (hC : IsComplete D)
    (f : G → ℂ) (g : G) :
    ∑ a, (n a : ℂ) * (D a g⁻¹ * groupFourier (D a) f).trace = Fintype.card G * f g := by
  have ht : ∀ a, (D a g⁻¹ * groupFourier (D a) f).trace =
      ∑ k, f k * (D a (g⁻¹ * k)).trace := by
    intro a
    unfold groupFourier
    rw [Finset.mul_sum, trace_sum]
    refine Finset.sum_congr rfl fun k _ => ?_
    rw [mul_smul_comm, trace_smul, ← map_mul, smul_eq_mul]
  have hs : ∑ a, (n a : ℂ) * (D a g⁻¹ * groupFourier (D a) f).trace =
      ∑ k, f k * weightedCharacter D (g⁻¹ * k) := by
    simp only [ht, weightedCharacter, Finset.mul_sum]
    rw [Finset.sum_comm]
    refine Finset.sum_congr rfl fun k _ => Finset.sum_congr rfl fun a _ => ?_
    ring
  -- completeness keeps only the term `k = g`
  rw [hs, Finset.sum_eq_single g]
  · rw [inv_mul_cancel, hC, if_pos rfl, mul_comm]
  · intro k _ hk
    rw [hC, if_neg (fun e => hk (inv_mul_eq_one.mp e).symm), mul_zero]
  · simp
```

## The Plancherel formula and its diagonal case

Insert \(W(g^{-1}k)=|G|\,\delta_{k,g}\) into the double sum for the overlaps:

\[
\sum_a n_a \operatorname{tr}\bigl(F_a(f)^\dagger F_a(h)\bigr)
=|G|\sum_g \overline{f(g)}\,h(g).
\]

Up to the factor \(|G|\), the weighted overlap of the components is the scalar product of the functions. The hypotheses are unitarity, `hU`, and completeness, `hC`. The proof treats each \(g\) separately and removes the terms with \(k\neq g\) as in the inversion formula.

```lean
/-- The Plancherel formula: the weighted trace overlaps of the Fourier components of `f` and `h`
add up to the group order times the scalar product of `f` and `h`. -/
theorem plancherel [DecidableEq G]
    (D : ∀ a, G →* Matrix (Fin (n a)) (Fin (n a)) ℂ)
    (hU : ∀ a g, (D a g)ᴴ * D a g = 1) (hC : IsComplete D) (f h : G → ℂ) :
    ∑ a, (n a : ℂ) * ((groupFourier (D a) f)ᴴ * groupFourier (D a) h).trace =
      Fintype.card G * ∑ g, conj (f g) * h g := by
  rw [overlap_expansion D hU, Finset.mul_sum]
  refine Finset.sum_congr rfl fun g _ => ?_
  -- completeness keeps only the diagonal term `k = g`
  rw [Finset.sum_eq_single g]
  · rw [inv_mul_cancel, hC, if_pos rfl]
    ring
  · intro k _ hk
    rw [hC, if_neg (fun e => hk (inv_mul_eq_one.mp e).symm), mul_zero]
  · simp
```

Setting \(h=f\) gives Parseval's identity:

\[
\sum_a n_a\operatorname{tr}\bigl(F_a(f)^\dagger F_a(f)\bigr)=|G|\sum_g|f(g)|^2 .
\]

The trace on the left is the sum of the squared moduli of all entries of \(F_a(f)\). The theorem is an equation between complex numbers, so the real modulus `‖f g‖` is regarded as complex before it is squared. The only new step is \(\overline{z}z=|z|^2\), supplied by `Complex.conj_mul'`.

In quantum mechanics, \(f\) can hold the coefficients of an operator \(\sum_g f(g)\,g\) built from the operations of a finite point group; the identity then shows how the total squared weight of these coefficients is distributed over the symmetry species. Continuous groups, such as the full rotation group, are not covered.

```lean
/-- The group Parseval identity: for a complete unitary family, the weighted squared norms
`tr(F† F)` of the Fourier components add up to the group order times `∑ |f(g)|²`. -/
theorem parseval [DecidableEq G]
    (D : ∀ a, G →* Matrix (Fin (n a)) (Fin (n a)) ℂ)
    (hU : ∀ a g, (D a g)ᴴ * D a g = 1) (hC : IsComplete D) (f : G → ℂ) :
    ∑ a, (n a : ℂ) * ((groupFourier (D a) f)ᴴ * groupFourier (D a) f).trace =
      Fintype.card G * ∑ g, (‖f g‖ : ℂ) ^ 2 := by
  rw [plancherel D hU hC]
  simp only [Complex.conj_mul']
```

## Parseval for every function forces completeness

Conversely, let a unitary family satisfy Parseval's identity for every \(f\). Choose \(g\in G\) and a complex number \(c\), and test the identity on a peak at \(1\) plus \(c\) times a peak at \(g\):

\[
f(x)=\delta_{x,1}+c\,\delta_{x,g}.
\]

For \(g\neq 1\), the double-sum formula for the left-hand side gives

\[
W(1)+c\,W(g)+\bar c\,W(g^{-1})+|c|^2\,W(1)=|G|\,(1+|c|^2).
\]

Three amplitudes are enough:

- \(c=0\) gives \(W(1)=|G|\), and with this value the terms without \(W(g)\) and \(W(g^{-1})\) cancel in the other two equations.
- \(c=1\) then gives \(W(g)+W(g^{-1})=0\).
- \(c=i\) gives \(i\,W(g)-i\,W(g^{-1})=0\), that is, \(W(g)=W(g^{-1})\).

Hence \(W(g)=0\). For \(g=1\) the choice \(c=0\) alone yields \(W(1)=|G|\). Together these are the completeness relation.

In the code, `hP` is the assumed identity for all functions, and `key` is the equation in \(c\), written so that it also covers \(g=1\). The statements `s1` and `s2` evaluate sums against \(f\) and against its conjugate, where only the two peaks contribute. The equations `e0`, `e1` and `e2` belong to \(c=0\), \(1\) and \(i\). The final `linear_combination` adds half of the second equation to \(-i/2\) times the third, removes the remaining multiples of \(W(1)-|G|\) with the first, and uses \(i^2=-1\).

```lean
/-- Converse: a unitary family that obeys the Parseval identity for every function on the group
satisfies the completeness relation. -/
theorem isComplete_of_parseval [DecidableEq G]
    (D : ∀ a, G →* Matrix (Fin (n a)) (Fin (n a)) ℂ)
    (hU : ∀ a g, (D a g)ᴴ * D a g = 1)
    (hP : ∀ f : G → ℂ,
      ∑ a, (n a : ℂ) * ((groupFourier (D a) f)ᴴ * groupFourier (D a) f).trace =
        Fintype.card G * ∑ g, (‖f g‖ : ℂ) ^ 2) :
    IsComplete D := by
  intro g
  -- test the identity on a peak at `1` plus `c` times a peak at `g`
  have key : ∀ c : ℂ, weightedCharacter D 1 + c * weightedCharacter D g +
      conj c * (weightedCharacter D g⁻¹ + c * weightedCharacter D 1) =
      Fintype.card G * ((1 + if 1 = g then c else 0) +
        conj c * ((if g = 1 then 1 else 0) + c)) := by
    intro c
    obtain ⟨f, hf⟩ : ∃ f : G → ℂ, ∀ x, f x =
        (if x = 1 then 1 else 0) + (if x = g then c else 0) := ⟨_, fun _ => rfl⟩
    have s1 : ∀ φ : G → ℂ, ∑ x, f x * φ x = φ 1 + c * φ g := by
      intro φ
      simp [hf, add_mul, Finset.sum_add_distrib]
    have s2 : ∀ φ : G → ℂ, ∑ x, conj (f x) * φ x = φ 1 + conj c * φ g := by
      intro φ
      simp [hf, add_mul, Finset.sum_add_distrib, apply_ite (starRingEnd ℂ)]
    have h := hP f
    rw [overlap_expansion D hU] at h
    simp only [← Complex.conj_mul', mul_assoc, ← Finset.mul_sum, s1, s2] at h
    simp only [hf, inv_one, one_mul, mul_one, inv_mul_cancel, if_true] at h
    linear_combination h
  by_cases hg : g = 1
  · subst hg
    simpa using key 0
  · have hg' : ¬ (1 = g) := fun e => hg e.symm
    -- the amplitudes `0`, `1` and `i` determine the weighted character at `g`
    have e0 := key 0
    have e1 := key 1
    have e2 := key Complex.I
    simp only [if_neg hg, if_neg hg', map_zero, map_one, Complex.conj_I] at e0 e1 e2
    rw [if_neg hg]
    linear_combination e1 / 2 - Complex.I / 2 * e2
      - (1 - Complex.I * (1 - Complex.I ^ 2) / 2) * e0
      + (weightedCharacter D g - weightedCharacter D g⁻¹) / 2 * Complex.I_sq
```

For a unitary family, then, completeness is equivalent to Parseval's identity holding for all functions. Validity for one particular \(f\) is weaker: the function \(f=0\) satisfies the identity for any family.

## The inversion group again

The two species of the opening example are given by one formula,

\[
D_a(u)=u^a,\qquad u\in\{1,-1\},\quad a\in\{0,1\},
\]

read as a \(1\times1\) matrix. The group is `ℤˣ`, the invertible integers under multiplication, which are exactly \(1\) and \(-1\).

```lean
/-- The two one-dimensional species of the inversion group `{1, -1}`: even (`a = 0`) and
odd (`a = 1`). -/
def inversionSpecies (a : Fin 2) : ℤˣ →* Matrix (Fin 1) (Fin 1) ℂ where
  toFun u := (((u : ℤ) : ℂ) ^ (a : ℕ)) • (1 : Matrix (Fin 1) (Fin 1) ℂ)
  map_one' := by simp
  map_mul' u v := by simp [mul_pow, smul_smul, mul_comm]
```

Both species are unitary, since \(|u^a|^2=1\). With \(n_0=n_1=1\), the weighted character is

\[
W(1)=1+1=2=|G|,\qquad W(-1)=1-1=0,
\]

so the family is complete, and `parseval` applied to it gives the identity for \(p\) and \(q\) at the start. The proof checks the two group elements in turn: `Int.units_eq_one_or` separates them, and `Fin.sum_univ_two` writes out the sum over the two species.

```lean
/-- The even and odd species of the inversion group are unitary and satisfy the completeness
relation. -/
theorem inversionSpecies_witness :
    (∀ a g, (inversionSpecies a g)ᴴ * inversionSpecies a g = 1) ∧
      IsComplete (n := fun _ : Fin 2 => 1) inversionSpecies := by
  have hD : ∀ a u, inversionSpecies a u =
      (((u : ℤ) : ℂ) ^ (a : ℕ)) • (1 : Matrix (Fin 1) (Fin 1) ℂ) := fun _ _ => rfl
  have hne : (-1 : ℤˣ) ≠ 1 := by decide
  constructor
  · intro a g
    rcases Int.units_eq_one_or g with rfl | rfl <;> fin_cases a <;> simp [hD]
  · intro g
    rcases Int.units_eq_one_or g with rfl | rfl
    · norm_num [weightedCharacter, hD, Fin.sum_univ_two]
    · norm_num [weightedCharacter, hD, Fin.sum_univ_two, hne]

end

end GroupParseval
```

```lean
#print axioms GroupParseval.fourier_inversion
#print axioms GroupParseval.parseval
#print axioms GroupParseval.isComplete_of_parseval
```

```
'GroupParseval.fourier_inversion' depends on axioms: [propext, Classical.choice, Quot.sound]
'GroupParseval.parseval' depends on axioms: [propext, Classical.choice, Quot.sound]
'GroupParseval.isComplete_of_parseval' depends on axioms: [propext, Classical.choice, Quot.sound]
```
